# For antisymmetric bond currents on finitely many sites, the net current out of a region is minus that out of its complement

The sites form a finite set `V`, and a real matrix `J` gives the current `J i j` from site `i` to site `j`. The net current out of a region `A` is the sum of `J i j` over `i` in `A` and `j` outside it. The theorem says that if `J j i = -J i j` for all sites, the net current out of the complement of `A` is minus that out of `A`; the currents are arbitrary real numbers with this antisymmetry, not derived from a Hamiltonian or a state. The attempt unfolds the definition, replaces the double complement by `A`, exchanges the two sums, and then compares them term by term using antisymmetry.

An attempt in Lean 4 with a fault in it:

```lean
import Mathlib

open Finset

namespace CutCurrentCompl

noncomputable section

variable {V : Type*} [Fintype V] [DecidableEq V]

/-- The net current from the set of sites `A` to its complement. -/
def cutCurrent (J : Matrix V V ℝ) (A : Finset V) : ℝ := ∑ i ∈ A, ∑ j ∈ Aᶜ, J i j

/-- For antisymmetric currents, the net current out of the complement of `A` is minus the
net current out of `A`. -/
theorem cutCurrent_compl {J : Matrix V V ℝ} (hJ : ∀ i j, J j i = -J i j)
    (A : Finset V) : cutCurrent J Aᶜ = -cutCurrent J A := by
  unfold cutCurrent
  rw [compl_compl, Finset.sum_comm, ← Finset.sum_neg_distrib]
  refine Finset.sum_congr rfl fun i _ => ?_
  rw [← Finset.sum_neg_distrib]
  exact Finset.sum_congr rfl fun j _ => hJ i j

end

end CutCurrentCompl
```

Messages:

```
Main.lean:19:19: error: Tactic `rewrite` failed: Did not find an occurrence of the pattern
  ∑ x ∈ ?m.27, ∑ y ∈ ?m.28, ?m.29 x y
in the target expression
  ∑ i ∈ Aᶜ, ∑ j ∈ A, J i j = -∑ i ∈ A, ∑ j ∈ Aᶜ, J i j

V : Type u_1
inst✝¹ : Fintype V
inst✝ : DecidableEq V
J : Matrix V V ℝ
hJ : ∀ (i j : V), J j i = -J i j
A : Finset V
⊢ ∑ i ∈ Aᶜ, ∑ j ∈ A, J i j = -∑ i ∈ A, ∑ j ∈ Aᶜ, J i j

Note: The target expression is not type-correct under the `implicit` transparency level, which may have triggered the failure. This is usually caused by unfolding of semireducible definitions in prior tactic steps. Use `set_option linter.tacticCheckInstances true` to investigate the source of the issue.
Full error:
  function expected
    J i
```

As a diff, the version that Lean accepts:

```diff
@@ -17,8 +17,11 @@
     (A : Finset V) : cutCurrent J Aᶜ = -cutCurrent J A := by
   unfold cutCurrent
-  rw [compl_compl, Finset.sum_comm, ← Finset.sum_neg_distrib]
-  refine Finset.sum_congr rfl fun i _ => ?_
-  rw [← Finset.sum_neg_distrib]
-  exact Finset.sum_congr rfl fun j _ => hJ i j
+  rw [compl_compl]
+  calc ∑ i ∈ Aᶜ, ∑ j ∈ A, J i j = ∑ j ∈ A, ∑ i ∈ Aᶜ, J i j := Finset.sum_comm
+    _ = ∑ j ∈ A, -∑ i ∈ Aᶜ, J j i := by
+        refine Finset.sum_congr rfl fun j _ => ?_
+        rw [← Finset.sum_neg_distrib]
+        exact Finset.sum_congr rfl fun i _ => hJ j i
+    _ = -∑ i ∈ A, ∑ j ∈ Aᶜ, J i j := by rw [Finset.sum_neg_distrib]
 
 end
```

What went wrong. The error says that `rw` found no match for the left side of `Finset.sum_comm`, although the goal visibly contains a double sum. To match, Lean must find a two-argument function `?m.29` whose values are `J i j`. But `J` has type `Matrix V V ℝ`, which is a function type only once the definition of `Matrix` is unfolded. The note reports that the target is not type-correct at the `implicit` transparency level, with "function expected" at `J i`, and gives this as a possible trigger of the failure. This fits `Matrix` being left folded there.

The repair keeps `rw [compl_compl]` and writes the exchanged sums out in a `calc` step, with `Finset.sum_comm` given as a proof term. Lean then checks the lemma against a stated equation, where it may unfold `Matrix`, and needs no pattern search by `rw`.

The remaining `calc` steps set out the original argument again: antisymmetry is applied term by term, and `Finset.sum_neg_distrib` moves the minus signs through the sums. The messages show no separate error in that part.
